# Entropy of $k$ non-interacting electrons in $n$ degenerate spin orbitals: the occupation formula agrees with counting to within $\log(n+1)$

A partly filled degenerate level has 10 spin orbitals and holds 6 non-interacting electrons. With Fermi–Dirac smearing, each orbital gets occupation 0.6, and the entropy formula gives $10\,s(0.6)\approx 6.73$ in units of $k_B$, where $s(p)=-p\log p-(1-p)\log(1-p)$. But I can count the arrangements: there are $\binom{10}{6}=210$, and $\log 210\approx 5.35$. Which number is the entropy, and does the discrepancy get worse for larger levels?

## The difference comes from fixing the electron number

Both are entropies, of different ensembles. The formula describes orbitals filled independently, so that the electron number fluctuates; the count fixes it at 6. The discrepancy is at most $\log(n+1)$ for $n$ orbitals, so it vanishes per orbital as $n$ grows. The total does get larger: at a fixed filling strictly between 0 and 1 it grows roughly as $\tfrac12\log n$, by Stirling's formula (not proved here).

Let $n\ge1$, $0\le k\le n$, $p=k/n$ and $W=\binom nk$. If each orbital is filled independently with probability $p$, the probability of finding $j$ electrons is
$$P_j=\binom nj p^j(1-p)^{n-j},\qquad \sum_{j=0}^n P_j=(p+1-p)^n=1.$$

The most probable number is $k$. Since $(j+1)\binom n{j+1}=(n-j)\binom nj$, for $j<n$
$$(j+1)(P_{j+1}-P_j)=\binom nj p^j(1-p)^{n-j-1}\,[(n+1)p-(j+1)].$$
With $np=k$ the bracket is $k+p-j-1$. It is at least $p\ge0$ for $j<k$ and at most $p-1\le0$ for $j\ge k$, so the $P_j$ rise up to $k$ and then fall.

Each single placement of $k$ electrons has probability
$$p^k(1-p)^{n-k}=e^{np\log p+n(1-p)\log(1-p)}=e^{-ns(p)},$$
with $0\log0=0$ and $0^0=1$ at the ends. Hence $P_k=We^{-ns(p)}$, or
$$\log W=n\,s(p)+\log P_k.$$
As the largest of $n+1$ probabilities with sum one, $P_k$ lies between $1/(n+1)$ and $1$. Therefore
$$n\,s(p)-\log(n+1)\le\log W\le n\,s(p).$$

The upper bound is an equality only for an empty or full level: if $0<p<1$, then $k>0$ and $P_0>0$, so $P_k<1$; at $p=0$ or $1$ both sides vanish. Dividing by $n$ and using $\log(n+1)/n\to0$ and the continuity of $s$ gives $\log W/n\to s(p)$ when $n\to\infty$ and $k/n\to p$.

For non-interacting electrons in one degenerate level, the smearing term $-TS$ thus differs from its fixed-number value by at most $k_BT\log(n+1)$.

The argument is formalised in this Lean file:

```lean
import Mathlib

open Filter Topology

namespace OccupationCounting

noncomputable section

/-- The occupation entropy `s(p) = -p log p - (1-p) log (1-p)` of one orbital with
occupation `p` in `[0,1]`, in units of the Boltzmann constant. -/
def occupationEntropy (p : ℝ) : ℝ :=
  -(p * Real.log p) - (1 - p) * Real.log (1 - p)

/-- The placements of `k` electrons in `n` orbitals, each holding at most one electron:
the sets of `k` occupied orbitals. -/
def placements (n k : ℕ) : Finset (Finset (Fin n)) :=
  Finset.powersetCard k Finset.univ

/-- The probability of finding `j` electrons in `n` orbitals that are filled independently,
each with probability `p` in `[0,1]`. -/
def fillingProb (n : ℕ) (p : ℝ) (j : ℕ) : ℝ :=
  (n.choose j : ℝ) * p ^ j * (1 - p) ^ (n - j)

/-- For `p` in `[0,1]` the probability of each electron number is nonnegative. -/
theorem fillingProb_nonneg {p : ℝ} (hp0 : 0 ≤ p) (hp1 : p ≤ 1) (n j : ℕ) :
    0 ≤ fillingProb n p j :=
  mul_nonneg (mul_nonneg (Nat.cast_nonneg _) (pow_nonneg hp0 _))
    (pow_nonneg (sub_nonneg.2 hp1) _)

/-- The probabilities of the electron numbers `0, ..., n` sum to one. -/
theorem sum_fillingProb (n : ℕ) (p : ℝ) :
    ∑ j ∈ Finset.range (n + 1), fillingProb n p j = 1 := by
  have h := add_pow p (1 - p) n
  have e : p + (1 - p) = 1 := by ring
  rw [e, one_pow] at h
  rw [h]
  refine Finset.sum_congr rfl fun j _ => ?_
  unfold fillingProb
  ring

/-- For `j < n`, the change in probability when one electron is added to `j` electrons
is governed by the factor `(n+1) p - (j+1)`. -/
theorem fillingProb_succ_sub {n j : ℕ} (hj : j < n) (p : ℝ) :
    ((j : ℝ) + 1) * (fillingProb n p (j + 1) - fillingProb n p j) =
      (n.choose j : ℝ) * p ^ j * (1 - p) ^ (n - (j + 1)) * ((n + 1) * p - (j + 1)) := by
  have hc : (n.choose (j + 1) : ℝ) * (j + 1) = n.choose j * (n - j) := by
    have h1 := Nat.choose_succ_right_eq n j
    have h2 : ((n - j : ℕ) : ℝ) = n - j := Nat.cast_sub hj.le
    rw [← h2]
    exact_mod_cast h1
  have hq : (1 - p) ^ (n - j) = (1 - p) ^ (n - (j + 1)) * (1 - p) := by
    rw [← pow_succ]
    congr 1
    omega
  unfold fillingProb
  rw [hq, pow_succ p j]
  generalize (1 - p) ^ (n - (j + 1)) = Q
  linear_combination p ^ j * p * Q * hc

/-- At filling `p ≤ 1` the electron number `k = n p` does not exceed the number of orbitals. -/
theorem electrons_le_orbitals {n k : ℕ} {p : ℝ} (hp1 : p ≤ 1) (hk : n * p = k) : k ≤ n := by
  have h : (k : ℝ) ≤ n := by
    rw [← hk]
    exact mul_le_of_le_one_right (Nat.cast_nonneg n) hp1
  exact_mod_cast h

/-- If the mean electron number `n p` is an integer `k`, with `p` in `[0,1]`, then no electron
number `j ≤ n` is more probable than `k`. -/
theorem fillingProb_le_mean {n k j : ℕ} {p : ℝ} (hp0 : 0 ≤ p) (hp1 : p ≤ 1)
    (hk : n * p = k) (hj : j ≤ n) : fillingProb n p j ≤ fillingProb n p k := by
  have hkn := electrons_le_orbitals hp1 hk
  have hA : ∀ i : ℕ, 0 ≤ (n.choose i : ℝ) * p ^ i * (1 - p) ^ (n - (i + 1)) := fun i =>
    mul_nonneg (mul_nonneg (Nat.cast_nonneg _) (pow_nonneg hp0 _))
      (pow_nonneg (sub_nonneg.2 hp1) _)
  have hpos : ∀ i : ℕ, (0 : ℝ) < (i : ℝ) + 1 := fun i => by positivity
  -- below the mean the probabilities rise
  have up : ∀ i, i < k → fillingProb n p i ≤ fillingProb n p (i + 1) := by
    intro i hi
    have h := fillingProb_succ_sub (lt_of_lt_of_le hi hkn) p
    have hik : (i : ℝ) + 1 ≤ k := by exact_mod_cast hi
    have h2 := mul_nonneg (hA i)
      (show (0 : ℝ) ≤ (n + 1) * p - (i + 1) by linarith)
    rw [← h] at h2
    exact sub_nonneg.1 ((mul_nonneg_iff_of_pos_left (hpos i)).1 h2)
  -- above the mean they fall
  have down : ∀ i, k ≤ i → i < n → fillingProb n p (i + 1) ≤ fillingProb n p i := by
    intro i hi hin
    have h := fillingProb_succ_sub hin p
    have hik : (k : ℝ) ≤ i := by exact_mod_cast hi
    have h2 := mul_nonneg (hA i)
      (show (0 : ℝ) ≤ (i + 1) - (n + 1) * p by linarith)
    have h3 : 0 ≤ ((i : ℝ) + 1) * (fillingProb n p i - fillingProb n p (i + 1)) := by
      linarith
    exact sub_nonneg.1 ((mul_nonneg_iff_of_pos_left (hpos i)).1 h3)
  have low : ∀ d, d ≤ k → fillingProb n p (k - d) ≤ fillingProb n p k := by
    intro d
    induction d with
    | zero => intro _; simp
    | succ d ih =>
      intro hd
      have h := up (k - (d + 1)) (by omega)
      rw [show k - (d + 1) + 1 = k - d by omega] at h
      exact h.trans (ih (by omega))
  have high : ∀ d, k + d ≤ n → fillingProb n p (k + d) ≤ fillingProb n p k := by
    intro d
    induction d with
    | zero => intro _; simp
    | succ d ih =>
      intro hd
      exact (down (k + d) (by omega) (by omega)).trans (ih (by omega))
  rcases le_total j k with h | h
  · have h2 := low (k - j) (by omega)
    rwa [show k - (k - j) = j by omega] at h2
  · have h2 := high (j - k) (by omega)
    rwa [show k + (j - k) = j by omega] at h2

/-- At filling `p` in `[0,1]` with `k = n p`, each single placement of `k` electrons has
probability `exp (-n s(p))`. -/
theorem placement_weight {n k : ℕ} {p : ℝ} (hp0 : 0 ≤ p) (hp1 : p ≤ 1) (hk : n * p = k) :
    p ^ k * (1 - p) ^ (n - k) = Real.exp (-(n * occupationEntropy p)) := by
  have key : ∀ (x : ℝ) (m : ℕ), 0 ≤ x → (m : ℝ) = n * x →
      x ^ m = Real.exp (n * (x * Real.log x)) := by
    intro x m hx hm
    rcases hx.eq_or_lt with h | h
    · subst h
      have hm0 : m = 0 := by
        rw [mul_zero] at hm
        exact_mod_cast hm
      simp [hm0]
    · calc x ^ m = Real.exp (Real.log x) ^ m := by rw [Real.exp_log h]
        _ = Real.exp (m * Real.log x) := (Real.exp_nat_mul _ _).symm
        _ = Real.exp (n * (x * Real.log x)) := by rw [hm, mul_assoc]
  have hq : ((n - k : ℕ) : ℝ) = n * (1 - p) := by
    rw [Nat.cast_sub (electrons_le_orbitals hp1 hk), ← hk]
    ring
  rw [key p k hp0 hk.symm, key (1 - p) (n - k) (sub_nonneg.2 hp1) hq, ← Real.exp_add]
  congr 1
  unfold occupationEntropy
  ring

/-- At filling `p` in `[0,1]` with `k = n p`, the logarithm of the number of placements is
`n s(p)` plus the logarithm of the probability of finding exactly `k` electrons. -/
theorem log_card_placements {n k : ℕ} {p : ℝ} (hp0 : 0 ≤ p) (hp1 : p ≤ 1)
    (hk : n * p = k) :
    Real.log (placements n k).card =
      n * occupationEntropy p + Real.log (fillingProb n p k) := by
  have hC : (n.choose k : ℝ) ≠ 0 := by
    exact_mod_cast (Nat.choose_pos (electrons_le_orbitals hp1 hk)).ne'
  have hcard : (placements n k).card = n.choose k := by simp [placements]
  rw [hcard, fillingProb, mul_assoc, placement_weight hp0 hp1 hk,
    Real.log_mul hC (Real.exp_ne_zero _), Real.log_exp]
  ring

/-- For `k = n p` electrons in `n` degenerate orbitals, with filling `p` in `[0,1]`, the
logarithm of the number of placements is at most `n s(p)` and at least
`n s(p) - log (n+1)`. -/
theorem occupation_entropy_counts_placements {n k : ℕ} {p : ℝ} (hp0 : 0 ≤ p) (hp1 : p ≤ 1)
    (hk : n * p = k) :
    n * occupationEntropy p - Real.log (n + 1) ≤ Real.log (placements n k).card ∧
      Real.log (placements n k).card ≤ n * occupationEntropy p := by
  have hkn := electrons_le_orbitals hp1 hk
  have hn : (0 : ℝ) < (n : ℝ) + 1 := by positivity
  -- one probability is at most the total
  have hle : fillingProb n p k ≤ 1 := by
    rw [← sum_fillingProb n p]
    exact Finset.single_le_sum (f := fillingProb n p)
      (fun j _ => fillingProb_nonneg hp0 hp1 n j) (Finset.mem_range.2 (by omega))
  -- the largest of `n + 1` probabilities is at least their average
  have hge : 1 ≤ ((n : ℝ) + 1) * fillingProb n p k := by
    have h := Finset.sum_le_card_nsmul (Finset.range (n + 1)) (fillingProb n p)
      (fillingProb n p k) (fun j hj => fillingProb_le_mean hp0 hp1 hk
        (Nat.lt_succ_iff.1 (Finset.mem_range.1 hj)))
    rw [sum_fillingProb, Finset.card_range, nsmul_eq_mul] at h
    push_cast at h
    exact h
  have hne : fillingProb n p k ≠ 0 := by
    intro h
    rw [h, mul_zero] at hge
    linarith
  have h1 := Real.log_nonpos (fillingProb_nonneg hp0 hp1 n k) hle
  have h2 := Real.log_nonneg hge
  rw [Real.log_mul hn.ne' hne] at h2
  rw [log_card_placements hp0 hp1 hk]
  constructor <;> linarith

/-- For at least one orbital and `k = n p` with `p` in `[0,1]`, the logarithm of the number of
placements equals `n s(p)` exactly when the orbitals are all empty or all full. -/
theorem log_card_eq_iff {n k : ℕ} {p : ℝ} (hn : 0 < n) (hp0 : 0 ≤ p) (hp1 : p ≤ 1)
    (hk : n * p = k) :
    Real.log (placements n k).card = n * occupationEntropy p ↔ p = 0 ∨ p = 1 := by
  constructor
  · intro h
    by_contra hcon
    have h0 : 0 < p := lt_of_le_of_ne hp0 fun e => hcon (Or.inl e.symm)
    have h1 : 0 < 1 - p := sub_pos.2 (lt_of_le_of_ne hp1 fun e => hcon (Or.inr e))
    have hkn := electrons_le_orbitals hp1 hk
    have hnR : (0 : ℝ) < n := by exact_mod_cast hn
    have hk0 : 0 < k := by
      have h2 : (0 : ℝ) < k := by
        rw [← hk]
        exact mul_pos hnR h0
      exact_mod_cast h2
    have hpos : ∀ j, j ≤ n → 0 < fillingProb n p j := fun j hj =>
      mul_pos (mul_pos (by exact_mod_cast Nat.choose_pos hj) (pow_pos h0 _)) (pow_pos h1 _)
    -- the empty shell also has positive probability, so that of `k` is below one
    have hlt : fillingProb n p k < 1 := by
      rw [← sum_fillingProb n p]
      exact Finset.single_lt_sum (f := fillingProb n p) (i := k) (j := 0) hk0.ne
        (Finset.mem_range.2 (by omega)) (Finset.mem_range.2 (by omega))
        (hpos 0 (Nat.zero_le n)) (fun j _ _ => fillingProb_nonneg hp0 hp1 n j)
    have h3 := Real.log_neg (hpos k hkn) hlt
    rw [log_card_placements hp0 hp1 hk] at h
    linarith
  · rintro (h | h)
    · subst h
      have hk0 : k = 0 := by
        rw [mul_zero] at hk
        exact_mod_cast hk.symm
      simp [hk0, placements, occupationEntropy]
    · subst h
      have hkn : k = n := by
        rw [mul_one] at hk
        exact_mod_cast hk.symm
      simp [hkn, placements, occupationEntropy]

/-- If the number of orbitals grows without bound and the filling `k/n`, with `k ≤ n`, tends to `p`,
then the logarithm of the number of placements, divided by the number of orbitals, tends to `s(p)`.
-/
theorem tendsto_log_card_per_orbital {n k : ℕ → ℕ} {p : ℝ} (hkn : ∀ i, k i ≤ n i)
    (hn : Tendsto n atTop atTop)
    (hp : Tendsto (fun i => (k i : ℝ) / n i) atTop (𝓝 p)) :
    Tendsto (fun i => Real.log (placements (n i) (k i)).card / n i) atTop
      (𝓝 (occupationEntropy p)) := by
  have hcont : Continuous occupationEntropy :=
    Real.continuous_mul_log.neg.sub
      (Real.continuous_mul_log.comp (continuous_const.sub continuous_id))
  have hs : Tendsto (fun i => occupationEntropy ((k i : ℝ) / n i)) atTop
      (𝓝 (occupationEntropy p)) := (hcont.tendsto p).comp hp
  -- the logarithmic correction vanishes per orbital
  have hlog : Tendsto (fun i => Real.log ((n i : ℝ) + 1) / n i) atTop (𝓝 0) := by
    have hx : Tendsto (fun i => (n i : ℝ) + 1) atTop atTop :=
      tendsto_atTop_add_const_right _ 1 (tendsto_natCast_atTop_atTop.comp hn)
    have h := (Real.tendsto_pow_log_div_mul_add_atTop 1 (-1) 1 one_ne_zero).comp hx
    refine h.congr fun i => ?_
    simp only [Function.comp_apply, pow_one]
    congr 1
    ring
  have hlow := hs.sub hlog
  rw [sub_zero] at hlow
  have hb : ∀ i, 0 < n i → _ := fun i hi =>
    occupation_entropy_counts_placements (n := n i) (k := k i) (p := (k i : ℝ) / n i)
      (by positivity)
      (div_le_one_of_le₀ (by exact_mod_cast hkn i) (Nat.cast_nonneg _))
      (by
        have h : (n i : ℝ) ≠ 0 := by exact_mod_cast hi.ne'
        field_simp)
  refine tendsto_of_tendsto_of_tendsto_of_le_of_le' hlow hs ?_ ?_
  · filter_upwards [hn.eventually_gt_atTop 0] with i hi
    have hpos : (0 : ℝ) < n i := by exact_mod_cast hi
    have e : Real.log ((n i : ℝ) + 1) / n i * n i = Real.log ((n i : ℝ) + 1) := by
      field_simp
    rw [le_div_iff₀ hpos, sub_mul, e]
    linarith [(hb i hi).1]
  · filter_upwards [hn.eventually_gt_atTop 0] with i hi
    have hpos : (0 : ℝ) < n i := by exact_mod_cast hi
    rw [div_le_iff₀ hpos]
    linarith [(hb i hi).2]

end

end OccupationCounting
```

```lean
#print axioms OccupationCounting.occupation_entropy_counts_placements
#print axioms OccupationCounting.log_card_eq_iff
#print axioms OccupationCounting.tendsto_log_card_per_orbital
```

```
'OccupationCounting.occupation_entropy_counts_placements' depends on axioms: [propext, Classical.choice, Quot.sound]
'OccupationCounting.log_card_eq_iff' depends on axioms: [propext, Classical.choice, Quot.sound]
'OccupationCounting.tendsto_log_card_per_orbital' depends on axioms: [propext, Classical.choice, Quot.sound]
```

In `occupation_entropy_counts_placements`, `placements n k` is the set of $k$-element subsets of the $n$ orbitals, and its `card` is $W$. An "orbital" here holds at most one electron, so it is a spin orbital. `occupationEntropy` is $s$, with natural logarithms and $k_B=1$. The hypotheses `hp0` and `hp1` put $p$ in $[0,1]$; `hk` says $np=k$, which for $n\ge1$ means $p=k/n$ and restricts the finite bounds to fillings with an integer mean electron number. No energies appear: reading $\log W$ as a thermodynamic entropy requires the physical assumption that all placements are equally likely, as for non-interacting electrons in an exactly degenerate level in equilibrium.

In the proof, `fillingProb n p j` is $P_j$, and `sum_fillingProb` is the binomial theorem. `fillingProb_succ_sub` is the difference formula; `fillingProb_le_mean` takes its sign on either side of $k$ (`up`, `down`) and reaches every $j\le n$ by induction on the distance from $k$ (`low`, `high`). `placement_weight` treats a zero base separately from a positive one, and `log_card_placements` takes the logarithm of $P_k=We^{-ns(p)}$. The main theorem then bounds $P_k$ above by the total (`Finset.single_le_sum`) and below by the average (`Finset.sum_le_card_nsmul`).

`log_card_eq_iff` gives the equality case for $n\ge1$, using the positive probability of the empty level. `tendsto_log_card_per_orbital` takes sequences `n i` and `k i` with `k i ≤ n i`, and squeezes $(\log W)/n$ between two sequences that tend to $s(p)$.
